# Lattice force balance: the second time derivative of a site density in a finite-dimensional model

For a system with a finite-dimensional state space and Hamiltonian $H(t)=T+W+\sum_y v_y(t)\,n_y$, the density at site $x$ obeys

$$\frac{d^2}{dt^2}\langle n_x\rangle=-\langle[T,[T,n_x]]\rangle-\langle[W,[T,n_x]]\rangle-\sum_y v_y(t)\,\langle[n_y,[T,n_x]]\rangle .$$

Here $T$ is the hopping, $W$ the interaction, $n_x$ the density operator of site $x$ and $v_y(t)$ the real potential at site $y$. $T$, $W$ and the $n_x$ are Hermitian matrices that do not depend on time, and the $n_x$ commute with each other and with $W$. The state follows $\psi'=-iH(t)\psi$ with $\hbar=1$, and $\langle A\rangle=\psi^\dagger A\psi$. The three terms are the kinetic, interaction and external forces. No time derivative of the potential appears.

## Potential inversion and propagation checks

In lattice time-dependent density functional theory, the identity links a prescribed density to the potential that produces it. Define

$$K_{xy}=\langle[n_y,[T,n_x]]\rangle .$$

Given the current state and a target density $n_x^{\rm target}(t)$, an inversion code can solve

$$\sum_y K_{xy}v_y=-\ddot n_x^{\rm target}-\langle[T,[T,n_x]]\rangle-\langle[W,[T,n_x]]\rangle$$

for the potentials, propagate one step and repeat. The initial state must already have the target density and its first time derivative.

If $T$ conserves particle number, the rows of $K$ sum to zero. The matrix is then singular. A solution exists only if the target keeps the total particle number constant, and it is fixed only up to a uniform shift, which a gauge condition such as $\sum_y v_y=0$ removes. Any further null vector of $K$ leaves more of the potential undetermined at that instant, and the equation has no solution unless its right-hand side is orthogonal to that vector.

For a Hubbard-type hopping $T=\sum_{xy\sigma}t_{xy}c^\dagger_{x\sigma}c_{y\sigma}$, the off-diagonal elements are $K_{xy}=2\,\mathrm{Re}\sum_\sigma t_{xy}\langle c^\dagger_{x\sigma}c_{y\sigma}\rangle$. The one-body density matrix therefore suffices to build $K$.

The identity also tests a propagation code: the centred second difference of the computed density should approach the right-hand side as the time step shrinks, until rounding errors, which are divided by the squared time step, take over.

## Ehrenfest's equation applied twice

For a fixed matrix $A$, the product rule and $H^\dagger=H$ give

$$\frac{d}{dt}\psi^\dagger A\psi=(-iH\psi)^\dagger A\psi+\psi^\dagger A(-iH\psi)=i\psi^\dagger(HA-AH)\psi=i\langle[H,A]\rangle .$$

Set $A=n_x$. Since $[W,n_x]=0$ and $[n_y,n_x]=0$, only the hopping survives, which gives the continuity equation

$$\frac{d}{dt}\langle n_x\rangle=i\langle[T,n_x]\rangle .$$

The operator $[T,n_x]$ is independent of time, so Ehrenfest's equation applies to it as well:

$$\frac{d^2}{dt^2}\langle n_x\rangle=i\cdot i\,\langle[H,[T,n_x]]\rangle=-\langle[H,[T,n_x]]\rangle .$$

Expanding $H$ gives the three forces.

The symmetry of $K$ follows from

$$[n_y,[T,n_x]]=n_yTn_x-n_yn_xT-Tn_xn_y+n_xTn_y ,$$

which is unchanged by exchanging $x$ and $y$, because the densities commute. Summing over $y$ then gives $[n_x,[T,\sum_y n_y]]$, which vanishes if $T$ commutes with the total particle number. A uniform potential exerts no force.

Finally, let two evolutions with potentials $v$ and $v'$ share the state at time $t$ and the density at site $x$ at all times. Their second derivatives agree, as do their kinetic and interaction forces at $t$. Subtraction leaves

$$\sum_y\bigl(v_y(t)-v'_y(t)\bigr)K_{xy}=0 .$$

## Two electrons on two sites

Take the basis "both left, both right, one on each site", where the last state is the spin singlet. Let $g$ be the coupling of the singlet to the other two states; its magnitude is $\sqrt2$ times the single-electron hopping amplitude. Let $U$ be the on-site repulsion. The left density is $n_0=\mathrm{diag}(2,0,1)$, and multiplying the matrices gives

$$[T,[T,n_0]]=2g^2\,\mathrm{diag}(1,-1,0),\qquad [n_0,[T,n_0]]=-T,\qquad [n_1,[T,n_0]]=T .$$

For real amplitudes $\psi=(\psi_0,\psi_1,\psi_2)$,

$$\frac{d^2}{dt^2}\langle n_0\rangle=-2g^2(\psi_0^2-\psi_1^2)+2Ug(\psi_0-\psi_1)\psi_2+(v_0-v_1)\langle T\rangle ,$$

with $\langle T\rangle=2g(\psi_0+\psi_1)\psi_2$.

Choose $g=-1$, $U=3$, $v_0=1$, $v_1=0$ and the normalised state $\psi=(2,1,2)/3$. Then $\langle n_0\rangle=4/3$ and $\langle T\rangle=-4/3$. The kinetic, interaction and external forces are $-2/3$, $-4/3$ and $-4/3$, so the second derivative is $-10/3$. All three push charge out of the left site.

The inversion step for the same state asks which potential makes the second derivative zero. The condition $-2-\tfrac43(v_0-v_1)=0$ gives $v_0-v_1=-3/2$: the left site must be lowered to hold its charge.

## The Lean development

```lean
import Mathlib

open Matrix
open Complex (I)

namespace LatticeForceBalance

noncomputable section

variable {m ι : Type*} [Fintype m] [DecidableEq m] [Fintype ι]

/-- The expectation value `ψ† A ψ`, as a linear function of the operator `A`. -/
def expect (ψ : m → ℂ) : Matrix m m ℂ →ₗ[ℂ] ℂ where
  toFun A := star ψ ⬝ᵥ A *ᵥ ψ
  map_add' A B := by simp [Matrix.add_mulVec, dotProduct_add]
  map_smul' c A := by simp [Matrix.smul_mulVec, dotProduct_smul]

/-- The Hamiltonian `T + W + ∑ v_y n_y` with real site potentials `v_y`. -/
def hamiltonian (T W : Matrix m m ℂ) (n : ι → Matrix m m ℂ) (v : ι → ℝ) : Matrix m m ℂ :=
  T + W + ∑ y, (v y : ℂ) • n y

/-- The Schrödinger equation `ψ' = -i H(t) ψ` at all times. -/
def Evolves (H : ℝ → Matrix m m ℂ) (ψ : ℝ → m → ℂ) : Prop :=
  ∀ t, HasDerivAt ψ ((-I) • (H t *ᵥ ψ t)) t

/-- Hopping `T`, interaction `W` and site densities `n_x` are Hermitian, and the densities
commute with each other and with the interaction. -/
structure IsLattice (T W : Matrix m m ℂ) (n : ι → Matrix m m ℂ) : Prop where
  T_herm : T.IsHermitian
  W_herm : W.IsHermitian
  n_herm : ∀ x, (n x).IsHermitian
  n_comm : ∀ x y, Commute (n x) (n y)
  W_comm : ∀ x, Commute W (n x)

omit [DecidableEq m] in
/-- The Hamiltonian of a lattice system with real potentials is Hermitian. -/
theorem hamiltonian_isHermitian {T W : Matrix m m ℂ} {n : ι → Matrix m m ℂ}
    (h : IsLattice T W n) (v : ι → ℝ) : (hamiltonian T W n v).IsHermitian := by
  have hn : ∀ y, (n y)ᴴ = n y := fun y => (h.n_herm y).eq
  unfold Matrix.IsHermitian hamiltonian
  simp only [conjTranspose_add, conjTranspose_sum, conjTranspose_smul, h.T_herm.eq,
    h.W_herm.eq, hn, Complex.star_def, Complex.conj_ofReal]

/-- The commutator of the Hamiltonian with an operator splits into hopping, interaction and
potential parts. -/
theorem lie_hamiltonian (T W : Matrix m m ℂ) (n : ι → Matrix m m ℂ) (v : ι → ℝ)
    (B : Matrix m m ℂ) :
    ⁅hamiltonian T W n v, B⁆ = ⁅T, B⁆ + ⁅W, B⁆ + ∑ y, (v y : ℂ) • ⁅n y, B⁆ := by
  simp only [hamiltonian, Ring.lie_def, add_mul, mul_add, Finset.sum_mul, Finset.mul_sum,
    smul_mul_assoc, mul_smul_comm, smul_sub, Finset.sum_sub_distrib]
  abel

omit [DecidableEq m] in
/-- Ehrenfest's equation: if `H(t)` is Hermitian, a fixed operator `A` obeys
`d⟨A⟩/dt = i⟨[H(t), A]⟩` at time `t`. -/
theorem ehrenfest {H : ℝ → Matrix m m ℂ} {ψ : ℝ → m → ℂ} (hψ : Evolves H ψ)
    (A : Matrix m m ℂ) (t : ℝ) (hH : (H t).IsHermitian) :
    HasDerivAt (fun s => expect (ψ s) A) (I * expect (ψ t) ⁅H t, A⁆) t := by
  -- product rule, component by component
  have hc := hasDerivAt_pi.1 (hψ t)
  have hs : ∀ i, HasDerivAt (fun s => star (ψ s i))
      (star (((-I) • (H t *ᵥ ψ t)) i)) t := fun i => (hc i).star
  have hm : ∀ i, HasDerivAt (fun s => (A *ᵥ ψ s) i)
      ((A *ᵥ ((-I) • (H t *ᵥ ψ t))) i) t := fun i => by
    simp only [Matrix.mulVec, dotProduct]
    exact HasDerivAt.fun_sum fun j _ => (hc j).const_mul (A i j)
  have key := HasDerivAt.fun_sum (u := Finset.univ) fun i _ => (hs i).fun_mul (hm i)
  rw [Finset.sum_add_distrib] at key
  have key' : HasDerivAt (fun s => expect (ψ s) A)
      (star ((-I) • (H t *ᵥ ψ t)) ⬝ᵥ A *ᵥ ψ t
        + star (ψ t) ⬝ᵥ A *ᵥ ((-I) • (H t *ᵥ ψ t))) t := key
  refine key'.congr_deriv ?_
  -- Hermiticity moves `H` from the bra to the operator
  have h1 : star (H t *ᵥ ψ t) ⬝ᵥ A *ᵥ ψ t = star (ψ t) ⬝ᵥ (H t * A) *ᵥ ψ t := by
    rw [Matrix.star_mulVec, hH.eq, ← Matrix.dotProduct_mulVec, Matrix.mulVec_mulVec]
  have hE : expect (ψ t) ⁅H t, A⁆
      = star (ψ t) ⬝ᵥ (H t * A) *ᵥ ψ t - star (ψ t) ⬝ᵥ (A * H t) *ᵥ ψ t := by
    rw [Ring.lie_def, map_sub]
    rfl
  rw [hE, star_smul, smul_dotProduct, h1, Matrix.mulVec_smul, dotProduct_smul,
    Matrix.mulVec_mulVec]
  simp only [star_neg, Complex.star_def, Complex.conj_I, smul_eq_mul, neg_neg]
  ring

/-- Lattice continuity equation: only the hopping changes a site density,
`d⟨n_x⟩/dt = i⟨[T, n_x]⟩`. -/
theorem continuity {T W : Matrix m m ℂ} {n : ι → Matrix m m ℂ} (h : IsLattice T W n)
    {v : ℝ → ι → ℝ} {ψ : ℝ → m → ℂ} (hψ : Evolves (fun t => hamiltonian T W n (v t)) ψ)
    (x : ι) (t : ℝ) :
    HasDerivAt (fun s => expect (ψ s) (n x)) (I * expect (ψ t) ⁅T, n x⁆) t := by
  have hW : ⁅W, n x⁆ = 0 := by rw [Ring.lie_def, (h.W_comm x).eq, sub_self]
  have hn : ∀ y, ⁅n y, n x⁆ = 0 := fun y => by
    rw [Ring.lie_def, (h.n_comm y x).eq, sub_self]
  refine (ehrenfest hψ (n x) t (hamiltonian_isHermitian h _)).congr_deriv ?_
  simp only [lie_hamiltonian, hW, hn, smul_zero, Finset.sum_const_zero, add_zero]

/-- Lattice force balance: the second time derivative of a site density is the sum of a
kinetic, an interaction and an external term, the last one linear in the potentials. -/
theorem force_balance {T W : Matrix m m ℂ} {n : ι → Matrix m m ℂ} (h : IsLattice T W n)
    {v : ℝ → ι → ℝ} {ψ : ℝ → m → ℂ} (hψ : Evolves (fun t => hamiltonian T W n (v t)) ψ)
    (x : ι) (t : ℝ) :
    HasDerivAt (deriv fun s => expect (ψ s) (n x))
      (-expect (ψ t) ⁅T, ⁅T, n x⁆⁆ - expect (ψ t) ⁅W, ⁅T, n x⁆⁆
        - ∑ y, (v t y : ℂ) * expect (ψ t) ⁅n y, ⁅T, n x⁆⁆) t := by
  have hd : (deriv fun s => expect (ψ s) (n x)) = fun s => I * expect (ψ s) ⁅T, n x⁆ :=
    funext fun s => (continuity h hψ x s).deriv
  rw [hd]
  -- Ehrenfest's equation once more, now for `[T, n_x]`
  refine ((ehrenfest hψ ⁅T, n x⁆ t (hamiltonian_isHermitian h _)).const_mul I).congr_deriv ?_
  simp only [lie_hamiltonian, map_add, map_sum, map_smul, smul_eq_mul]
  rw [← mul_assoc, Complex.I_mul_I]
  ring

omit [Fintype ι] in
/-- Reciprocity: the operator by which the potential at `y` acts on the density at `x` equals
the one by which the potential at `x` acts on the density at `y`. -/
theorem force_symm {T W : Matrix m m ℂ} {n : ι → Matrix m m ℂ} (h : IsLattice T W n)
    (x y : ι) : ⁅n y, ⁅T, n x⁆⁆ = ⁅n x, ⁅T, n y⁆⁆ := by
  have c := (h.n_comm x y).eq
  simp only [Ring.lie_def]
  linear_combination (norm := noncomm_ring) c * T - T * c

/-- If the hopping conserves the total particle number, the external-force operators at a
site sum to zero: a uniform potential exerts no force. -/
theorem uniform_potential_no_force {T W : Matrix m m ℂ} {n : ι → Matrix m m ℂ}
    (h : IsLattice T W n) (hN : Commute T (∑ y, n y)) (x : ι) :
    ∑ y, ⁅n y, ⁅T, n x⁆⁆ = 0 := by
  have e : ∑ y, ⁅n x, ⁅T, n y⁆⁆ = ⁅n x, ⁅T, ∑ y, n y⁆⁆ := by
    simp only [Ring.lie_def, Finset.mul_sum, Finset.sum_mul, Finset.sum_sub_distrib,
      mul_sub, sub_mul]
  have z : ⁅T, ∑ y, n y⁆ = 0 := by rw [Ring.lie_def, hN.eq, sub_self]
  rw [Finset.sum_congr rfl fun y _ => force_symm h x y, e, z, Ring.lie_def, mul_zero,
    zero_mul, sub_self]

/-- If two evolutions under potentials `v` and `v'` share the state at time `t` and the
density at site `x` at all times, then `v - v'` exerts no force on that density at time `t`. -/
theorem same_density_same_force {T W : Matrix m m ℂ} {n : ι → Matrix m m ℂ}
    (h : IsLattice T W n) {v v' : ℝ → ι → ℝ} {ψ φ : ℝ → m → ℂ}
    (hψ : Evolves (fun t => hamiltonian T W n (v t)) ψ)
    (hφ : Evolves (fun t => hamiltonian T W n (v' t)) φ) (x : ι) (t : ℝ)
    (h0 : ψ t = φ t) (hd : ∀ s, expect (ψ s) (n x) = expect (φ s) (n x)) :
    ∑ y, ((v t y - v' t y : ℝ) : ℂ) * expect (ψ t) ⁅n y, ⁅T, n x⁆⁆ = 0 := by
  have h1 := force_balance h hψ x t
  rw [funext hd, h0] at h1
  have e := h1.unique (force_balance h hφ x t)
  rw [h0]
  simp only [Complex.ofReal_sub, sub_mul, Finset.sum_sub_distrib]
  linear_combination -e

/-- Hopping of two electrons on two sites, in the basis: both left, both right, one on each
site; `g` is the real coupling between the last state and the other two. -/
def dimerT (g : ℝ) : Matrix (Fin 3) (Fin 3) ℂ := !![0, 0, g; 0, 0, g; g, g, 0]

/-- On-site repulsion `U` of the two doubly occupied states. -/
def dimerW (U : ℝ) : Matrix (Fin 3) (Fin 3) ℂ := !![U, 0, 0; 0, U, 0; 0, 0, 0]

/-- Occupation numbers of the left and the right site. -/
def dimerN : Fin 2 → Matrix (Fin 3) (Fin 3) ℂ :=
  ![!![2, 0, 0; 0, 0, 0; 0, 0, 1], !![0, 0, 0; 0, 2, 0; 0, 0, 1]]

/-- The interacting dimer is a lattice system with conserved particle number, and its
external-force operator `[n_0, [T, n_0]]` is `-T`. -/
theorem dimer_witness (g U : ℝ) :
    IsLattice (dimerT g) (dimerW U) dimerN ∧ Commute (dimerT g) (∑ y, dimerN y) ∧
      ⁅dimerN 0, ⁅dimerT g, dimerN 0⁆⁆ = -dimerT g := by
  refine ⟨⟨?_, ?_, ?_, ?_, ?_⟩, ?_, ?_⟩
  · exact Matrix.IsHermitian.ext fun i j => by
      fin_cases i <;> fin_cases j <;> simp [dimerT]
  · exact Matrix.IsHermitian.ext fun i j => by
      fin_cases i <;> fin_cases j <;> simp [dimerW]
  · exact fun x => Matrix.IsHermitian.ext fun i j => by
      fin_cases x <;> fin_cases i <;> fin_cases j <;> simp [dimerN]
  · intro x y
    show dimerN x * dimerN y = dimerN y * dimerN x
    ext i j
    fin_cases x <;> fin_cases y <;> fin_cases i <;> fin_cases j <;>
      simp [dimerN, Matrix.mul_apply, Fin.sum_univ_three]
  · intro x
    show dimerW U * dimerN x = dimerN x * dimerW U
    ext i j
    fin_cases x <;> fin_cases i <;> fin_cases j <;>
      simp [dimerW, dimerN, Matrix.mul_apply, Fin.sum_univ_three] <;> ring
  · show dimerT g * (∑ y, dimerN y) = (∑ y, dimerN y) * dimerT g
    rw [Fin.sum_univ_two]
    ext i j
    fin_cases i <;> fin_cases j <;>
      simp [dimerT, dimerN, Matrix.mul_apply, Fin.sum_univ_three] <;> ring
  · ext i j
    fin_cases i <;> fin_cases j <;>
      simp [dimerT, dimerN, Ring.lie_def] <;> ring

end

end LatticeForceBalance
```

```lean
#print axioms LatticeForceBalance.force_balance
-- 'LatticeForceBalance.force_balance' depends on axioms: [propext, Classical.choice, Quot.sound]
#print axioms LatticeForceBalance.uniform_potential_no_force
-- 'LatticeForceBalance.uniform_potential_no_force' depends on axioms: [propext, Classical.choice, Quot.sound]
#print axioms LatticeForceBalance.same_density_same_force
-- 'LatticeForceBalance.same_density_same_force' depends on axioms: [propext, Classical.choice, Quot.sound]
```

## Finite matrices, static hopping, differentiable states

The type `m` labels the many-body basis states and `ι` the sites. `expect ψ A` is $\psi^\dagger A\psi$ without division by the norm, so it is the physical expectation value when $\psi$ is normalised. `⁅A, B⁆` is the commutator $AB-BA$. `IsLattice` collects the Hermiticity and commutation conditions, and `Evolves` states the Schrödinger equation at every real time.

In `force_balance`, `HasDerivAt (deriv ...)` says that the first derivative of the density is itself differentiable at `t`, with the stated value.

The proof follows the derivation above:

- `ehrenfest` differentiates component by component. Its step `h1` uses Hermiticity to move $H$ from the bra onto the operator.
- `lie_hamiltonian` expands the commutator with $H$, and `continuity` removes the terms that vanish.
- `force_balance` replaces the first derivative by the continuity equation and calls `ehrenfest` again for $[T,n_x]$.
- `force_symm` reduces the exchange of $x$ and $y$ to $n_xn_y=n_yn_x$, and `uniform_potential_no_force` sums the result over sites.
- `same_density_same_force` uses the uniqueness of derivatives to equate two force balances.
- `dimer_witness` checks the two-site matrices entry by entry. It confirms the hypotheses for all real $g$ and $U$, particle-number conservation, and $[n_0,[T,n_0]]=-T$.

The conditions on the operators decide which codes are covered. Density-density interactions such as the Hubbard repulsion commute with the $n_x$; correlated hopping in general does not, and must be counted in $T$, which may be any constant Hermitian matrix. The hopping may be complex, but it is constant in time, so a time-dependent vector potential entering through hopping phases is excluded.

The potential needs no assumed regularity, but the state must be differentiable and satisfy the equation at every time. A potential that jumps generally puts a kink in $\psi$ and violates this condition at the jump. The existence of a solution $\psi$ is assumed, and time-step and rounding errors of a propagator come on top of the identity.

`same_density_same_force` gives one linear equation, for one site and one instant. A van Leeuwen theorem would construct a potential that reproduces a given density over a time interval and show that it is unique up to a uniform shift. That requires control of the null space of $K$ along the evolution and a solution of the resulting nonlinear problem, neither of which is established here.
